# The velocity operator and the symmetry of a one-dimensional meta-GGA Hamiltonian

In the independent-particle approximation, the optical absorption of a crystal can be computed from matrix elements of the velocity $i(Hx - xH)$ between Kohn-Sham states. For a local potential and the usual kinetic energy this is the momentum $p = -i\,d/dx$. A meta-GGA functional that depends on the kinetic energy density, treated in the generalized Kohn-Sham scheme, puts a position-dependent weight $m = 1 + v_\tau$ into the kinetic operator, so the velocity changes too. Here it is worked out for a one-dimensional Hamiltonian with given real $m$ and $V$,

$$Hf = -\tfrac12 (m f')' + V f ,$$

in atomic units. The function $v_\tau$ stands for the derivative of the exchange-correlation energy with respect to $\tau = \tfrac12\sum|f'|^2$, summed over occupied orbitals. Self-consistency, three dimensions and nonlocal pseudopotentials are left out.

## Operators as functions

In Lean 4 with Mathlib:

```lean
import Mathlib

open Complex ComplexConjugate

namespace MetaGGAVelocity

noncomputable section
```

The file loads Mathlib and makes the notation `I` for $i$ and `conj` for complex conjugation available.

```lean
/-- The flux `m f'` of a wavefunction `f` with kinetic weight `m`. -/
def flux (m : ℝ → ℝ) (f : ℝ → ℂ) : ℝ → ℂ := fun x => (m x : ℂ) * deriv f x
```

A wavefunction is a function `ℝ → ℂ`, and `fun x => ...` means "the function that sends $x$ to ...". The flux is $m f'$. The annotation `(m x : ℂ)` turns the real number $m(x)$ into a complex one.

```lean
/-- The meta-GGA kinetic operator `-(m f')'/2`. -/
def kinetic (m : ℝ → ℝ) (f : ℝ → ℂ) : ℝ → ℂ := fun x => -deriv (flux m f) x / 2
```

This is $-(m f')'/2$.

```lean
/-- The generalized Kohn-Sham Hamiltonian `H f = -(m f')'/2 + V f`. -/
def hamiltonian (m V : ℝ → ℝ) (f : ℝ → ℂ) : ℝ → ℂ :=
  fun x => kinetic m f x + (V x : ℂ) * f x
```

The Hamiltonian adds the local potential. Since `V` has type `ℝ → ℝ`, its reality is built into the type.

```lean
/-- The position operator, multiplication by `x`. -/
def position (f : ℝ → ℂ) : ℝ → ℂ := fun x => (x : ℂ) * f x
```

Position multiplies by $x$. If $f$ is periodic, $xf$ in general is not, which matters for the commutator below.

```lean
/-- The momentum operator `p = -i d/dx`. -/
def momentum (f : ℝ → ℂ) : ℝ → ℂ := fun x => -I * deriv f x
```

Momentum is $-i f'$, with $\hbar = 1$.

```lean
/-- The symmetrized product `(p m + m p)/2` acting on `f`. -/
def velocity (m : ℝ → ℝ) (f : ℝ → ℂ) : ℝ → ℂ :=
  fun x => (momentum (fun y => (m y : ℂ) * f y) x + (m x : ℂ) * momentum f x) / 2
```

This definition is $\tfrac12\left[p(mf) + m\,pf\right]$. The commutator theorem below justifies the name `velocity`.

```lean
/-- The inner product of two wavefunctions over the cell from `0` to `L`. -/
def cellInner (L : ℝ) (g f : ℝ → ℂ) : ℂ := ∫ x in (0 : ℝ)..L, conj (g x) * f x
```

For $L > 0$ this is $\langle g, f\rangle = \int_0^L g^* f\,dx$, conjugate-linear in the first entry. Wavefunctions need not be normalised.

```lean
/-- The probability current `m Im(f* f')`. -/
def current (m : ℝ → ℝ) (f : ℝ → ℂ) : ℝ → ℝ := fun x => m x * (conj (f x) * deriv f x).im
```

The current is $j = m\,\mathrm{Im}(f^* f')$.

## Smoothness, periodicity and the boundary term

```lean
/-- The derivative of a C² wavefunction is C¹. -/
lemma contDiff_deriv {f : ℝ → ℂ} (hf : ContDiff ℝ 2 f) : ContDiff ℝ 1 (deriv f) := by
  have h : ContDiff ℝ (1 + 1) f := by
    rw [one_add_one_eq_two]
    exact hf
  exact (contDiff_succ_iff_deriv.1 h).2.2
```

`ContDiff ℝ 2 f` says that $f$ is twice continuously differentiable. Its derivative is then continuously differentiable. Smooth functions are a special case throughout.

```lean
/-- The flux of a C² wavefunction with a C¹ kinetic weight is C¹. -/
lemma contDiff_flux {m : ℝ → ℝ} {f : ℝ → ℂ} (hm : ContDiff ℝ 1 m) (hf : ContDiff ℝ 2 f) :
    ContDiff ℝ 1 (flux m f) :=
  (Complex.ofRealCLM.contDiff.comp hm).mul (contDiff_deriv hf)
```

If $m$ is $C^1$ and $f$ is $C^2$, the flux $m f'$ is a product of $C^1$ functions, so $(m f')'$ exists and is continuous. The theorems below assume this smoothness of $m$ and $f$, except `current_eq_velocity_density`, which needs less.

```lean
/-- The derivative of a periodic wavefunction is periodic. -/
lemma periodic_deriv {f : ℝ → ℂ} {L : ℝ} (hf : Function.Periodic f L) :
    Function.Periodic (deriv f) L := by
  intro x
  have h : (fun y => f (y + L)) = f := funext hf
  calc deriv f (x + L) = deriv (fun y => f (y + L)) x := (deriv_comp_add_const f L x).symm
    _ = deriv f x := by rw [h]
```

`Function.Periodic f L` means $f(x+L) = f(x)$ for all $x$. Differentiating both sides gives the same property for $f'$.

```lean
/-- Two continuous densities that differ by the derivative of a periodic function have the
same integral over the cell. -/
lemma cell_integral_eq {A B W : ℝ → ℂ} {L : ℝ} (hA : Continuous A) (hB : Continuous B)
    (hW : ∀ x, HasDerivAt W (A x - B x) x) (hp : Function.Periodic W L) :
    ∫ x in (0 : ℝ)..L, A x = ∫ x in (0 : ℝ)..L, B x := by
  have h := intervalIntegral.integral_eq_sub_of_hasDerivAt (a := 0) (b := L)
    (fun x _ => hW x) ((hA.sub hB).intervalIntegrable 0 L)
  rw [intervalIntegral.integral_sub (hA.intervalIntegrable _ _)
    (hB.intervalIntegrable _ _)] at h
  have h0 : W L = W 0 := by simpa using hp 0
  rw [h0, sub_self] at h
  exact sub_eq_zero.1 h
```

`HasDerivAt W w x` says that $W$ is differentiable at $x$ with derivative $w$. If $W' = A - B$ and $W$ is periodic, then

$$\int_0^L A\,dx - \int_0^L B\,dx = W(L) - W(0) = 0 .$$

Each integration by parts below is an application of this lemma: one names $W$, differentiates it and checks that it is periodic.

## Kinetic energy and symmetry

```lean
/-- For a periodic weight `m`, the matrix element of the kinetic operator between periodic
wavefunctions is the cell integral of `m (g')* f' / 2`. -/
theorem kinetic_form {m : ℝ → ℝ} {f g : ℝ → ℂ} {L : ℝ} (hm : ContDiff ℝ 1 m)
    (hf : ContDiff ℝ 2 f) (hg : ContDiff ℝ 1 g) (hmp : Function.Periodic m L)
    (hfp : Function.Periodic f L) (hgp : Function.Periodic g L) :
    cellInner L g (kinetic m f) =
      ∫ x in (0 : ℝ)..L, (m x : ℂ) * (conj (deriv g x) * deriv f x) / 2 := by
  have hF := contDiff_flux hm hf
  have hD : Continuous (deriv (flux m f)) := hF.continuous_deriv (by simp)
  have hg' : Continuous (deriv g) := hg.continuous_deriv (by simp)
  unfold cellInner
  -- the boundary term of the integration by parts is periodic
  refine cell_integral_eq (W := fun x => -(conj (g x) * flux m f x) / 2) ?_ ?_ ?_ ?_
  · exact (Complex.continuous_conj.comp hg.continuous).mul (hD.neg.div_const 2)
  · exact ((Complex.continuous_ofReal.comp hm.continuous).mul
      ((Complex.continuous_conj.comp hg').mul (contDiff_deriv hf).continuous)).div_const 2
  · intro x
    have h1 : HasDerivAt (fun y => conj (g y)) (conj (deriv g x)) x :=
      (hg.differentiable (by simp) x).hasDerivAt.star
    have h2 := (hF.differentiable (by simp) x).hasDerivAt
    refine ((h1.fun_mul h2).fun_neg.div_const 2).congr_deriv ?_
    simp only [kinetic, flux]
    ring
  · intro x
    simp only [flux, hgp x, hmp x, periodic_deriv hfp x]
```

For periodic $m$, $f$ and $g$, the theorem states

$$\langle g, -\tfrac12(mf')'\rangle = \int_0^L \tfrac12\, m\, g'^* f'\,dx .$$

By hand, take $W = -\tfrac12 g^* m f'$. The product rule gives

$$W' = -\tfrac12 g^*(mf')' - \tfrac12 m\,g'^* f' ,$$

which is the left integrand minus the right one. The four bullets in the proof are the four conditions of the lemma: continuity of each integrand, the derivative of $W$, and its periodicity. In the third, `congr_deriv` replaces the derivative produced by the product rule with the required one, and `ring` does the algebra.

```lean
/-- For periodic `m` and `f`, the diagonal matrix element of the kinetic operator is the cell
integral of `m |f'|² / 2`. -/
theorem kinetic_energy {m : ℝ → ℝ} {f : ℝ → ℂ} {L : ℝ} (hm : ContDiff ℝ 1 m)
    (hf : ContDiff ℝ 2 f) (hmp : Function.Periodic m L) (hfp : Function.Periodic f L) :
    cellInner L f (kinetic m f) =
      ((∫ x in (0 : ℝ)..L, m x * ‖deriv f x‖ ^ 2 / 2 : ℝ) : ℂ) := by
  rw [kinetic_form hm hf (hf.of_le (by norm_num)) hmp hfp hfp]
  have h : ∀ x, (m x : ℂ) * (conj (deriv f x) * deriv f x) / 2 =
      ((m x * ‖deriv f x‖ ^ 2 / 2 : ℝ) : ℂ) := by
    intro x
    have h1 := Complex.conj_mul' (deriv f x)
    push_cast
    linear_combination (m x : ℂ) / 2 * h1
  simp only [h]
  exact intervalIntegral.integral_ofReal
```

Setting $g = f$ and using $f'^* f' = |f'|^2$ gives $\int_0^L \tfrac12 m|f'|^2\,dx$. The right side is a real integral regarded as a complex number, so this matrix element is real. For $m = 1 + v_\tau$, the part with $v_\tau$ comes from the exchange-correlation functional, and the kinetic energy proper is the part with $m = 1$. For an unnormalised nonzero $f$, the expectation value is this integral divided by $\langle f, f\rangle$.

```lean
/-- For a periodic weight `m`, the meta-GGA Hamiltonian is symmetric on periodic C² wavefunctions.
-/
theorem hamiltonian_symmetric {m V : ℝ → ℝ} {f g : ℝ → ℂ} {L : ℝ} (hm : ContDiff ℝ 1 m)
    (hV : Continuous V) (hf : ContDiff ℝ 2 f) (hg : ContDiff ℝ 2 g)
    (hmp : Function.Periodic m L) (hfp : Function.Periodic f L)
    (hgp : Function.Periodic g L) :
    cellInner L g (hamiltonian m V f) = cellInner L (hamiltonian m V g) f := by
  have hH : ∀ u : ℝ → ℂ, ContDiff ℝ 2 u → Continuous (hamiltonian m V u) := fun u hu =>
    (((contDiff_flux hm hu).continuous_deriv (by simp)).neg.div_const 2).add
      ((Complex.continuous_ofReal.comp hV).mul hu.continuous)
  unfold cellInner
  -- the two densities differ by the derivative of a Wronskian
  refine cell_integral_eq
    (W := fun x => (conj (flux m g x) * f x - conj (g x) * flux m f x) / 2) ?_ ?_ ?_ ?_
  · exact (Complex.continuous_conj.comp hg.continuous).mul (hH f hf)
  · exact (Complex.continuous_conj.comp (hH g hg)).mul hf.continuous
  · intro x
    have h1 : HasDerivAt (fun y => conj (g y)) (conj (deriv g x)) x :=
      (hg.differentiable (by simp) x).hasDerivAt.star
    have h2 : HasDerivAt (fun y => conj (flux m g y)) (conj (deriv (flux m g) x)) x :=
      ((contDiff_flux hm hg).differentiable (by simp) x).hasDerivAt.star
    have h3 := (hf.differentiable (by simp) x).hasDerivAt
    have h4 := ((contDiff_flux hm hf).differentiable (by simp) x).hasDerivAt
    refine (((h2.fun_mul h3).fun_sub (h1.fun_mul h4)).div_const 2).congr_deriv ?_
    simp only [hamiltonian, kinetic, flux, map_add, map_mul, map_neg, map_div₀,
      Complex.conj_ofReal, map_ofNat]
    ring
  · intro x
    simp only [flux, hgp x, hmp x, hfp x, periodic_deriv hfp x, periodic_deriv hgp x]
```

The statement is $\langle g, Hf\rangle = \langle Hg, f\rangle$ for $C^2$ periodic $f$ and $g$. The theorem assumes that the potential is continuous, but not that it is periodic: the terms $g^* V f$ on the two sides agree at every point. What remains is

$$g^* Hf - (Hg)^* f = \tfrac12\left[(m g'^*)' f - g^*(mf')'\right].$$

Now take $W = \tfrac12\left(m g'^* f - g^* m f'\right)$. In its derivative the two terms $m g'^* f'$ cancel, and the right side above is left. Since $W$ is periodic, the cell integrals agree. This is symmetry on periodic $C^2$ functions; self-adjointness also requires a statement about domains in the space of square-integrable functions.

The wavefunctions could also have been modelled as Bloch functions with $f(x+L) = e^{ikL} f(x)$ for real $k$. The periodicity hypotheses on $f$ and $g$ would change, but for two functions with the same $k$ the phases cancel in $W$, so the same argument by hand would go through. As stated, the theorem treats $k = 0$, or a supercell of length $L$ in which the Bloch functions are periodic.

## The commutator with position

```lean
/-- The commutator of Hamiltonian and position is `i (H x - x H) f = (p m + m p) f / 2`,
for every C² wavefunction, periodic or not. -/
theorem velocity_commutator {m : ℝ → ℝ} (V : ℝ → ℝ) {f : ℝ → ℂ} (hm : ContDiff ℝ 1 m)
    (hf : ContDiff ℝ 2 f) (x : ℝ) :
    I * (hamiltonian m V (position f) x - position (hamiltonian m V f) x) =
      velocity m f x := by
  have hid : ∀ y : ℝ, HasDerivAt (fun z : ℝ => (z : ℂ)) 1 y := fun y => by
    simpa using (hasDerivAt_id y).ofReal_comp
  have hfd := fun y => (hf.differentiable (by simp) y).hasDerivAt
  -- the flux of `x f` is `m f + x (m f')`
  have e : flux m (position f) = fun y => (m y : ℂ) * f y + (y : ℂ) * flux m f y := by
    funext y
    have h : deriv (position f) y = 1 * f y + (y : ℂ) * deriv f y :=
      ((hid y).fun_mul (hfd y)).deriv
    simp only [flux, h]
    ring
  have hmf : HasDerivAt (fun y => (m y : ℂ) * f y) (deriv (fun y => (m y : ℂ) * f y) x) x :=
    ((hm.differentiable (by simp) x).hasDerivAt.ofReal_comp.fun_mul
      (hfd x)).differentiableAt.hasDerivAt
  have hF := ((contDiff_flux hm hf).differentiable (by simp) x).hasDerivAt
  have d := (hmf.fun_add ((hid x).fun_mul hF)).deriv
  simp only [hamiltonian, kinetic, velocity, momentum, position] at *
  rw [e, d]
  simp only [flux]
  ring
```

The theorem states, at every point $x$,

$$i\left[H(xf) - x\,Hf\right] = \tfrac12\,(pm + mp)f .$$

No periodicity is assumed, so it makes sense although $xf$ leaves the periodic functions. First, the flux of $xf$ is

$$m(xf)' = mf + x\,mf' ,$$

which is the step `e` in the proof. Differentiating once more gives

$$\left(m(xf)'\right)' = (mf)' + mf' + x(mf')' ,$$

which is the step `d`. In $H(xf) - x\,Hf$ the terms with $x(mf')'$ and with $xVf$ cancel:

$$H(xf) - x\,Hf = -\tfrac12\left[(mf)' + mf'\right].$$

Multiplying by $i$ puts the factor $-i$ in front of each derivative, and $-i\,d/dx = p$ gives the claim. The potential may be any real function, since it enters only by multiplication.

```lean
/-- For `m = 1 + v_tau` the commutator `i (H x - x H)` is the momentum plus the symmetrized
correction `(p v_tau + v_tau p)/2`. -/
theorem velocity_correction {v : ℝ → ℝ} (V : ℝ → ℝ) {f : ℝ → ℂ} (hv : ContDiff ℝ 1 v)
    (hf : ContDiff ℝ 2 f) (x : ℝ) :
    I * (hamiltonian (fun y => 1 + v y) V (position f) x
        - position (hamiltonian (fun y => 1 + v y) V f) x) =
      momentum f x + velocity v f x := by
  rw [velocity_commutator V (contDiff_const.add hv) hf x]
  have h1 := (hf.differentiable (by simp) x).hasDerivAt
  have h2 := (hv.differentiable (by simp) x).hasDerivAt.ofReal_comp.fun_mul h1
  have e : (fun y => ((1 + v y : ℝ) : ℂ) * f y) = fun y => f y + (v y : ℂ) * f y := by
    funext y
    push_cast
    ring
  simp only [velocity, momentum]
  rw [e, (h1.fun_add h2).deriv, h2.deriv]
  push_cast
  ring
```

Here `v` is $v_\tau$, and the weight is written out as `fun y => 1 + v y`. Since $((1+v_\tau)f)' = f' + (v_\tau f)'$, the velocity splits into

$$pf + \tfrac12\,(p\,v_\tau + v_\tau\,p)f .$$

The term `velocity v f` is the symmetrized product with weight $v_\tau$ alone. For this one-dimensional model with a local potential, it is the correction that optical matrix elements computed with $p$ alone would miss.

When $v_\tau = 0$ the correction vanishes and the velocity is $p$. When $m$ is constant, the normalised plane wave $f = e^{iqx}/\sqrt{L}$, with $L > 0$ and $qL$ a multiple of $2\pi$, has velocity $mq$, and the kinetic operator has the value $mq^2/2$ on it. The weight thus acts as an inverse effective mass.

## Current and continuity

```lean
/-- The current is the real part of `f*` times `(p m + m p) f / 2`. -/
theorem current_eq_velocity_density {m : ℝ → ℝ} {f : ℝ → ℂ} {x : ℝ}
    (hm : DifferentiableAt ℝ m x) (hf : DifferentiableAt ℝ f x) :
    (conj (f x) * velocity m f x).re = current m f x := by
  simp only [velocity, momentum, current]
  rw [(hm.hasDerivAt.ofReal_comp.fun_mul hf.hasDerivAt).deriv]
  generalize deriv f x = d
  generalize deriv m x = c
  simp
  ring
```

This connects the velocity to the current: $\mathrm{Re}\left(f^*\,\tfrac12(pm+mp)f\right) = j$. Expanding the product gives

$$f^*\,\tfrac12(pm+mp)f = -i\left(m f^* f' + \tfrac12 m'|f|^2\right).$$

The term with $m'$ is purely imaginary and drops out of the real part, while $\mathrm{Re}(-iz) = \mathrm{Im}\,z$ turns the first term into $m\,\mathrm{Im}(f^* f')$. Differentiability at the one point $x$ is enough. In the proof, `generalize` gives the derivatives short names, so that `simp` can separate real and imaginary parts.

```lean
/-- The spatial derivative of the current is `-2 Im(f* H f)`. -/
theorem continuity_equation {m : ℝ → ℝ} (V : ℝ → ℝ) {f : ℝ → ℂ} (hm : ContDiff ℝ 1 m)
    (hf : ContDiff ℝ 2 f) (x : ℝ) :
    HasDerivAt (current m f) (-2 * (conj (f x) * hamiltonian m V f x).im) x := by
  have h1 : HasDerivAt (fun y => conj (f y)) (conj (deriv f x)) x :=
    (hf.differentiable (by simp) x).hasDerivAt.star
  have h2 := h1.fun_mul ((contDiff_flux hm hf).differentiable (by simp) x).hasDerivAt
  have h3 : HasDerivAt (fun y => (conj (f y) * flux m f y).im)
      (conj (deriv f x) * flux m f x + conj (f x) * deriv (flux m f) x).im x :=
    Complex.imCLM.hasFDerivAt.comp_hasDerivAt x h2
  have e : current m f = fun y => (conj (f y) * flux m f y).im := by
    funext y
    simp only [current, flux, Complex.mul_im, Complex.mul_re, Complex.ofReal_re,
      Complex.ofReal_im]
    ring
  rw [e]
  refine h3.congr_deriv ?_
  simp only [hamiltonian, kinetic]
  generalize deriv (flux m f) x = D
  simp only [flux]
  generalize deriv f x = d
  simp
  ring

end

end MetaGGAVelocity
```

The theorem says that $j$ is differentiable, with

$$j' = -2\,\mathrm{Im}(f^* Hf) .$$

Write $j = \mathrm{Im}(f^* m f')$, which is the step `e`. Then

$$j' = \mathrm{Im}\left(m|f'|^2 + f^*(mf')'\right) = \mathrm{Im}\left(f^*(mf')'\right),$$

because $m|f'|^2$ is real. Substituting $(mf')' = 2(Vf - Hf)$ and dropping the real term $2V|f|^2$ gives the result.

Time does not appear in the statement. If $f$ also obeys $i\,\partial_t f = Hf$, then $\partial_t|f|^2 = 2\,\mathrm{Im}(f^* Hf)$, and the identity becomes the familiar $\partial_t|f|^2 + j' = 0$.

```lean
#print axioms MetaGGAVelocity.kinetic_energy
#print axioms MetaGGAVelocity.hamiltonian_symmetric
#print axioms MetaGGAVelocity.current_eq_velocity_density
#print axioms MetaGGAVelocity.continuity_equation
```

```
'MetaGGAVelocity.kinetic_energy' depends on axioms: [propext, Classical.choice, Quot.sound]
'MetaGGAVelocity.hamiltonian_symmetric' depends on axioms: [propext, Classical.choice, Quot.sound]
'MetaGGAVelocity.current_eq_velocity_density' depends on axioms: [propext, Classical.choice, Quot.sound]
'MetaGGAVelocity.continuity_equation' depends on axioms: [propext, Classical.choice, Quot.sound]
```
